# The Jacobi–Anger expansion of a plane wave in cylindrical waves, with absolutely summable coefficients

When plane waves on one side of a cylinder are matched to numerical radial functions on the other side, as in an augmented-wave treatment of a wire, the matching is done one angular channel at a time. Each plane wave has to be split on the surface ρ = R into parts proportional to exp(imφ), and the list of channels has to be cut off at some |m|. The split is an infinite series, and the cutoff makes sense because the series converges. Both are established below for a free plane wave with a real wavevector; the numerical radial functions and the potential that determines them play no part.

```lean
import Mathlib

open scoped Real
open Complex (I)

namespace CylinderPlaneWave

noncomputable section
```

## The angular wave and its average

For an integer m and real x and t, let

w_m(t) = exp(i(x sin t − m t)).

Here t is an angle, and x will later be the in-plane wavenumber times the distance from the cylinder axis.

```lean
/-- The angular wave `exp(i(x sin t - m t))`. -/
def wave (m : ℤ) (x t : ℝ) : ℂ :=
  Complex.exp ((x * Real.sin t - m * t : ℝ) * I)
```

The amplitude of order m is the average of this wave over one turn:

J_m(x) = (1/2π) ∫₀^{2π} w_m(t) dt.

```lean
/-- The Bessel function `J_m(x)` of integer order and real argument, as the average of
`exp(i(x sin t - m t))` over `t` in `[0, 2π]`. -/
def besselJ (m : ℤ) (x : ℝ) : ℂ :=
  (1 / (2 * π) : ℝ) • ∫ t in (0 : ℝ)..(2 * π), wave m x t
```

In `wave` the phase is a real number, converted to a complex one and multiplied by `I`. The order is an integer `m : ℤ` of either sign, and `besselJ` takes complex values, since the argument never needs J_m(x) to be real. The integral is the definition of J_m here. Its agreement with the power series, or with the regular solution of Bessel's radial equation, is a separate result that the development does not use.

## Amplitudes of modulus at most one

The phase is real, so |w_m(t)| = 1 for every t. Hence

|J_m(x)| ≤ (1/2π) ∫₀^{2π} |w_m(t)| dt = 1.

```lean
/-- Every `J_m(x)` has modulus at most one. -/
theorem norm_besselJ_le_one (m : ℤ) (x : ℝ) : ‖besselJ m x‖ ≤ 1 := by
  have h : ‖∫ t in (0 : ℝ)..(2 * π), wave m x t‖ ≤ 1 * |2 * π - 0| :=
    intervalIntegral.norm_integral_le_of_norm_le_const
      (fun t _ => (Complex.norm_exp_ofReal_mul_I _).le)
  rw [sub_zero, abs_of_pos Real.two_pi_pos, one_mul] at h
  rw [besselJ, norm_smul, Real.norm_of_nonneg (by positivity), one_div,
    inv_mul_le_iff₀ Real.two_pi_pos, mul_one]
  exact h
```

The proof bounds the integral by 1 times the length of the interval and then divides by 2π.

## Coupling of neighbouring orders

Differentiating the phase gives

w_m′(t) = i(x cos t − m) w_m(t).

Now write cos t = (exp(it) + exp(−it))/2. Multiplying w_m by exp(it) lowers the order by one, and multiplying by exp(−it) raises it by one:

exp(it) w_m = w_{m−1},  exp(−it) w_m = w_{m+1}.

Therefore

w_m′ = i[(x/2)(w_{m−1} + w_{m+1}) − m w_m].

```lean
/-- The angular derivative of the wave of order `m` couples it to the waves of orders
`m - 1` and `m + 1`. -/
theorem hasDerivAt_wave (m : ℤ) (x t : ℝ) :
    HasDerivAt (wave m x)
      (I * ((x : ℂ) / 2 * (wave (m - 1) x t + wave (m + 1) x t) - m * wave m x t)) t := by
  have h1 : wave (m - 1) x t = wave m x t * Complex.exp (t * I) := by
    simp only [wave]
    rw [← Complex.exp_add]
    congr 1
    push_cast
    ring
  have h2 : wave (m + 1) x t = wave m x t * Complex.exp (-t * I) := by
    simp only [wave]
    rw [← Complex.exp_add]
    congr 1
    push_cast
    ring
  have hphase : HasDerivAt (fun s : ℝ => x * Real.sin s - m * s)
      (x * Real.cos t - m * 1) t :=
    ((Real.hasDerivAt_sin t).const_mul x).fun_sub ((hasDerivAt_id' t).const_mul (m : ℝ))
  refine (hphase.ofReal_comp.mul_const I).cexp.congr_deriv ?_
  change wave m x t * (((x * Real.cos t - m * 1 : ℝ) : ℂ) * I) = _
  rw [h1, h2]
  push_cast
  linear_combination (wave m x t * I * x / 2) * Complex.two_cos (t : ℂ)
```

The two shifts of order are `h1` and `h2`, and `hphase` is the derivative of the phase. The final `linear_combination` inserts the exponential form of the cosine.

Next, integrate over a full turn. Because m is an integer, w_m(2π) = exp(−2πim) = 1 = w_m(0), so the left side integrates to zero. Dividing the right side by 2πi leaves

m J_m(x) = (x/2)(J_{m−1}(x) + J_{m+1}(x)).

```lean
/-- The three-term recurrence `m J_m(x) = (x/2) (J_{m-1}(x) + J_{m+1}(x))`. -/
theorem besselJ_recurrence (m : ℤ) (x : ℝ) :
    (m : ℂ) * besselJ m x = (x : ℂ) / 2 * (besselJ (m - 1) x + besselJ (m + 1) x) := by
  -- the wave returns to its initial value after a full turn
  have hend : wave m x (2 * π) = 1 := by
    rw [wave, Real.sin_two_pi]
    exact Complex.exp_eq_one_iff.2 ⟨-m, by push_cast; ring⟩
  have hstart : wave m x 0 = 1 := by simp [wave]
  have h := intervalIntegral.integral_eq_sub_of_hasDerivAt (a := 0) (b := 2 * π)
    (fun t _ => hasDerivAt_wave m x t)
    (Continuous.intervalIntegrable (by unfold wave; fun_prop) _ _)
  rw [hend, hstart, sub_self, intervalIntegral.integral_const_mul,
    intervalIntegral.integral_sub, intervalIntegral.integral_const_mul,
    intervalIntegral.integral_add, intervalIntegral.integral_const_mul] at h
  · have h' := (mul_eq_zero.1 h).resolve_left Complex.I_ne_zero
    simp only [besselJ, Complex.real_smul]
    linear_combination (-((1 / (2 * π) : ℝ) : ℂ)) * h'
  all_goals exact Continuous.intervalIntegrable (by unfold wave; fun_prop) _ _
```

The equal end values are `hend` and `hstart`. The fundamental theorem of calculus then gives `h`, whose integral is split term by term, and the factor i is removed with `mul_eq_zero`.

## Decay with the order

Since every amplitude has modulus at most one, the recurrence gives, for every integer k,

|k J_k(x)| ≤ (|x|/2)(1 + 1) = |x|.

This bounds |J_k(x)| by |x|/|k| for k ≠ 0, which falls too slowly for a summable comparison series. Multiplying the recurrence by m and using it once more improves the power. The factor m has to be adapted to the neighbouring orders first:

m J_{m−1} = (m−1) J_{m−1} + J_{m−1},

m J_{m+1} = (m+1) J_{m+1} − J_{m+1}.

Each right side has modulus at most |x| + 1, so

m² |J_m(x)| ≤ (|x|/2) · 2(|x| + 1) = |x|(|x| + 1).

It is easy to overlook the leftover terms ±J_{m±1} and to write down the bound x² instead. That bound is false: for small positive x, J_1(x) is close to x/2, which is larger than x².

```lean
/-- The bound `m² |J_m(x)| ≤ |x| (|x| + 1)`, for every integer `m` and real `x`. -/
theorem besselJ_decay (m : ℤ) (x : ℝ) :
    (m : ℝ) ^ 2 * ‖besselJ m x‖ ≤ |x| * (|x| + 1) := by
  have hx : ‖(x : ℂ) / 2‖ = |x| / 2 := by simp
  -- one use of the recurrence
  have hk : ∀ k : ℤ, ‖(k : ℂ) * besselJ k x‖ ≤ |x| := by
    intro k
    rw [besselJ_recurrence, norm_mul, hx]
    have h2 : ‖besselJ (k - 1) x + besselJ (k + 1) x‖ ≤ 2 := by
      linarith [norm_add_le (besselJ (k - 1) x) (besselJ (k + 1) x),
        norm_besselJ_le_one (k - 1) x, norm_besselJ_le_one (k + 1) x]
    linarith [mul_le_mul_of_nonneg_left h2 (abs_nonneg x)]
  -- a second use of the recurrence
  have e : (m : ℂ) ^ 2 * besselJ m x = (x : ℂ) / 2 *
      ((((m - 1 : ℤ) : ℂ) * besselJ (m - 1) x + besselJ (m - 1) x) +
        (((m + 1 : ℤ) : ℂ) * besselJ (m + 1) x - besselJ (m + 1) x)) := by
    push_cast
    linear_combination (m : ℂ) * besselJ_recurrence m x
  have hn : (m : ℝ) ^ 2 * ‖besselJ m x‖ = ‖(m : ℂ) ^ 2 * besselJ m x‖ := by
    rw [norm_mul, norm_pow, Complex.norm_intCast, sq_abs]
  rw [hn, e, norm_mul, hx]
  have h3 := (norm_add_le (((m - 1 : ℤ) : ℂ) * besselJ (m - 1) x + besselJ (m - 1) x)
    (((m + 1 : ℤ) : ℂ) * besselJ (m + 1) x - besselJ (m + 1) x)).trans
    (add_le_add
      ((norm_add_le _ _).trans (add_le_add (hk (m - 1)) (norm_besselJ_le_one (m - 1) x)))
      ((norm_sub_le _ _).trans (add_le_add (hk (m + 1)) (norm_besselJ_le_one (m + 1) x))))
  linarith [mul_le_mul_of_nonneg_left h3 (abs_nonneg x)]
```

The first estimate is `hk`, the rewriting with adapted factors is `e`, and `h3` collects the triangle inequalities.

The bound also limits what a cutoff discards. For M ≥ 1, the amplitudes with |m| > M have moduli that add up to at most 2|x|(|x| + 1)/M, by comparison of Σ 1/m² with an integral. This is a cautious estimate, because the true amplitudes fall off much faster once |m| is well above |x|.

## Absolute summability

For m ≠ 0 the decay bound reads |J_m(x)| ≤ |x|(|x| + 1)/m². At m = 0 it says nothing, and the bound |J_0(x)| ≤ 1 takes its place. Together,

Σ_m |J_m(x)| ≤ 1 + 2|x|(|x| + 1) Σ_{m≥1} 1/m² < ∞.

```lean
/-- For every real `x` the amplitudes `J_m(x)` are absolutely summable over all integers `m`. -/
theorem summable_norm_besselJ (x : ℝ) : Summable (fun m : ℤ => ‖besselJ m x‖) := by
  have hs : Summable (fun m : ℤ =>
      |x| * (|x| + 1) * (1 / (m : ℝ) ^ 2) + if m = 0 then (1 : ℝ) else 0) :=
    ((Real.summable_one_div_int_pow.2 one_lt_two).mul_left _).add
      (hasSum_ite_eq (0 : ℤ) (1 : ℝ)).summable
  refine Summable.of_nonneg_of_le (fun _ => norm_nonneg _) (fun m => ?_) hs
  by_cases hm : m = 0
  · subst hm
    simpa using norm_besselJ_le_one 0 x
  · have hm' : (m : ℝ) ≠ 0 := Int.cast_ne_zero.2 hm
    have hp : 0 < (m : ℝ) ^ 2 := by positivity
    simp only [if_neg hm, add_zero, mul_one_div]
    rw [le_div_iff₀ hp]
    linarith [besselJ_decay m x]
```

The statement says that for each real x the moduli have a finite sum over all integers, positive and negative. In the comparison series `hs`, the term with `if m = 0` supplies the 1; Lean sets 1/0 to 0, so the other term vanishes there.

## Convergence to exp(ix sin t)

Let f(t) = exp(ix sin t), a continuous function of period 2π. Its Fourier coefficients are

(1/2π) ∫₀^{2π} exp(−imt) f(t) dt = J_m(x).

Because these are absolutely summable, the series

g(t) = Σ_m J_m(x) exp(imt)

converges uniformly in t, so g is continuous and may be integrated term by term. It follows that g has the same Fourier coefficients as f. A continuous periodic function whose Fourier coefficients all vanish is zero, and applying this to g − f gives

exp(ix sin t) = Σ_m J_m(x) exp(imt) for every real t.

```lean
/-- Jacobi-Anger expansion: for all real `x` and `t`, the series of `J_m(x) exp(imt)` over
all integers `m` converges to `exp(ix sin t)`. -/
theorem jacobi_anger (x t : ℝ) :
    HasSum (fun m : ℤ => besselJ m x * Complex.exp ((m * t : ℝ) * I))
      (Complex.exp ((x * Real.sin t : ℝ) * I)) := by
  have : Fact (0 < 2 * π) := ⟨Real.two_pi_pos⟩
  have hpi : (π : ℂ) ≠ 0 := Complex.ofReal_ne_zero.2 Real.pi_ne_zero
  have hmode : ∀ (n : ℤ) (s : ℝ), fourier n (s : AddCircle (2 * π)) =
      Complex.exp ((n * s : ℝ) * I) := by
    intro n s
    rw [fourier_coe_apply]
    congr 1
    push_cast
    rw [div_eq_iff (mul_ne_zero two_ne_zero hpi)]
    ring
  -- the plane wave as a continuous function on the circle
  obtain ⟨f, hf⟩ : ∃ f : C(AddCircle (2 * π), ℂ),
      ∀ s : ℝ, f (s : AddCircle (2 * π)) = Complex.exp ((x * Real.sin s : ℝ) * I) := by
    have hc : Continuous (fun s : AddCircle (2 * π) => (fourier 1 s).im) :=
      Complex.continuous_im.comp (fourier 1).continuous
    refine ⟨⟨fun s => Complex.exp ((x * (fourier 1 s).im : ℝ) * I),
      Complex.continuous_exp.comp ((Complex.continuous_ofReal.comp
        (continuous_const.mul hc)).mul continuous_const)⟩, fun s => ?_⟩
    change Complex.exp ((x * (fourier 1 (s : AddCircle (2 * π))).im : ℝ) * I) = _
    rw [hmode, Complex.exp_ofReal_mul_I_im, Int.cast_one, one_mul]
  -- its Fourier coefficients are the Bessel amplitudes
  have hcoef : ∀ m : ℤ, fourierCoeff f m = besselJ m x := by
    intro m
    rw [fourierCoeff_eq_intervalIntegral f m 0, zero_add, besselJ]
    congr 1
    refine intervalIntegral.integral_congr (fun s _ => ?_)
    change fourier (-m) (s : AddCircle (2 * π)) • f (s : AddCircle (2 * π)) = wave m x s
    rw [hmode, hf, smul_eq_mul, ← Complex.exp_add, wave]
    congr 1
    push_cast
    ring
  have hsum : Summable (fourierCoeff f) := by
    rw [show fourierCoeff f = fun m => besselJ m x from funext hcoef]
    exact (summable_norm_besselJ x).of_norm
  have h := has_pointwise_sum_fourier_series_of_summable hsum (t : AddCircle (2 * π))
  rw [hf] at h
  simpa only [hcoef, hmode, smul_eq_mul] using h
```

`HasSum` says that the series converges, that its sum is the stated exponential, and that the order in which the channels are added does not matter.

In the proof, the circle of circumference 2π is `AddCircle (2 * π)`, and `fourier n` is the mode exp(int) on it, as `hmode` confirms. The function f has to be defined on the circle itself, so sin t is written as the imaginary part of the first mode. Then `hcoef` identifies the Fourier coefficients with the amplitudes, and `hsum` transfers their summability. The passage from summable coefficients to pointwise convergence, argued above through g, is the Mathlib theorem `has_pointwise_sum_fourier_series_of_summable`.

## The plane wave on the cylinder

Take a wavevector (K cos α, K sin α, k) and a point (ρ cos φ, ρ sin φ, z). The phase of the plane wave is

Kρ(cos α cos φ + sin α sin φ) + kz = Kρ cos(φ − α) + kz.

The expansion above contains a sine, so a quarter turn is needed: cos(φ − α) = sin(φ − α + π/2). In the channel of order m this turn produces

exp(im(φ − α + π/2)) = i^m exp(im(φ − α)).

Setting x = Kρ and t = φ − α + π/2, and multiplying by exp(ikz), gives

exp(i[Kρ cos(φ − α) + kz]) = Σ_m i^m J_m(Kρ) exp(im(φ − α)) exp(ikz).

```lean
/-- A plane wave with wavevector `(K cos α, K sin α, k)`, taken at the point
`(ρ cos φ, ρ sin φ, z)`, is the sum over all integers `m` of the cylindrical waves
`i^m J_m(Kρ) exp(im(φ - α)) exp(ikz)`. -/
theorem plane_wave_on_cylinder (K α k ρ φ z : ℝ) :
    HasSum (fun m : ℤ => I ^ m * besselJ m (K * ρ) *
        Complex.exp ((m * (φ - α) : ℝ) * I) * Complex.exp ((k * z : ℝ) * I))
      (Complex.exp (((K * Real.cos α) * (ρ * Real.cos φ) +
        (K * Real.sin α) * (ρ * Real.sin φ) + k * z : ℝ) * I)) := by
  have hq : Complex.exp ((π : ℂ) / 2 * I) = I := by
    rw [Complex.exp_mul_I, Complex.cos_pi_div_two, Complex.sin_pi_div_two, zero_add, one_mul]
  -- a quarter turn of the angle produces the factor i^m
  have hturn : ∀ m : ℤ, Complex.exp ((m * (φ - α + π / 2) : ℝ) * I) =
      I ^ m * Complex.exp ((m * (φ - α) : ℝ) * I) := by
    intro m
    have hm : I ^ m = Complex.exp (m * ((π : ℂ) / 2 * I)) := by
      rw [Complex.exp_int_mul, hq]
    rw [hm, ← Complex.exp_add]
    congr 1
    push_cast
    ring
  have h := (jacobi_anger (K * ρ) (φ - α + π / 2)).mul_right (Complex.exp ((k * z : ℝ) * I))
  have hterm : (fun m : ℤ => I ^ m * besselJ m (K * ρ) *
        Complex.exp ((m * (φ - α) : ℝ) * I) * Complex.exp ((k * z : ℝ) * I)) =
      fun m : ℤ => besselJ m (K * ρ) * Complex.exp ((m * (φ - α + π / 2) : ℝ) * I) *
        Complex.exp ((k * z : ℝ) * I) := by
    funext m
    rw [hturn]
    ring
  -- the in-plane part of the phase depends on the two angles only through φ - α
  have hval : Complex.exp (((K * Real.cos α) * (ρ * Real.cos φ) +
        (K * Real.sin α) * (ρ * Real.sin φ) + k * z : ℝ) * I) =
      Complex.exp ((K * ρ * Real.sin (φ - α + π / 2) : ℝ) * I) *
        Complex.exp ((k * z : ℝ) * I) := by
    rw [← Complex.exp_add, Real.sin_add_pi_div_two, Real.cos_sub]
    congr 1
    push_cast
    ring
  rw [hterm, hval]
  exact h

end

end CylinderPlaneWave
```

The theorem holds for all real values of its six parameters; in the physical reading K and ρ are non-negative. The plane wave has the sign convention exp(+i **k**·**r**) and carries no volume normalisation. The quarter turn is `hturn`, the rewriting of the phase is `hval`, and the common factor exp(ikz) enters through `mul_right`.

On the surface ρ = R, the part of the plane wave in channel m is therefore

i^m J_m(KR) exp(−imα) exp(ikz) exp(imφ),

and the function that continues the plane wave across the surface in this channel, a radial function times exp(imφ) exp(ikz), has to take this value there. Matching in the linearised augmented-plane-wave (LAPW) method also needs the radial slope in each channel, in which J_m(KR) is replaced by K J_m′(KR); the derivative of J_m is not treated here. With an imaginary K the exponential varies in the plane by real exponential growth or decay, and its expansion calls for modified Bessel functions, whereas x is real throughout this development.

```lean
#print axioms CylinderPlaneWave.plane_wave_on_cylinder
-- 'CylinderPlaneWave.plane_wave_on_cylinder' depends on axioms: [propext, Classical.choice, Quot.sound]
```
